# Overlaps \(s^{|i-j|}\) with \(0<|s|<1\) have a tridiagonal inverse

In a non-orthogonal basis, discarding the long-range entries of the inverse overlap matrix can spoil the biorthogonality of the dual functions. For a chain with overlaps \(s^{|i-j|}\), \(0<|s|<1\), nothing needs to be discarded: every overlap is non-zero, yet the inverse couples only nearest neighbours.

In Lean 4 with Mathlib:

```lean
import Mathlib

noncomputable section

namespace GeometricOverlapChain

variable {n : ℕ} {E : Type*}

/-- The overlap matrix of a chain of `n` functions, `S i j = s ^ |i - j|`. -/
def overlap (n : ℕ) (s : ℝ) : Matrix (Fin n) (Fin n) ℝ :=
  Matrix.of fun i j => s ^ ((i : ℤ) - (j : ℤ)).natAbs

/-- The tridiagonal matrix with `-s` beside the diagonal, `1` at the two ends of the diagonal
and `1 + s ^ 2` at its interior sites. -/
def tridiagonal (n : ℕ) (s : ℝ) : Matrix (Fin n) (Fin n) ℝ :=
  Matrix.of fun i j =>
    if (i : ℕ) = j then (if (i : ℕ) = 0 ∨ (i : ℕ) + 1 = n then 1 else 1 + s ^ 2)
    else if (i : ℕ) + 1 = j ∨ (j : ℕ) + 1 = i then -s else 0

/-- Two functions that are `d` sites apart have overlap `s ^ d`. -/
theorem overlap_eq (s : ℝ) (i j : Fin n) (d : ℕ)
    (h : (i : ℕ) = j + d ∨ (j : ℕ) = i + d) : overlap n s i j = s ^ d := by
  have hd : ((i : ℤ) - (j : ℤ)).natAbs = d := by omega
  simp only [overlap, Matrix.of_apply, hd]

/-- The overlap determinant of a chain of `n + 1` functions is `(1 - s ^ 2) ^ n`. -/
theorem det_overlap (n : ℕ) (s : ℝ) : (overlap (n + 1) s).det = (1 - s ^ 2) ^ n := by
  -- subtracting `s` times the preceding row leaves an upper triangular matrix
  let B : Matrix (Fin (n + 1)) (Fin (n + 1)) ℝ := Matrix.of fun i j =>
    if (j : ℕ) < i then 0 else (if (i : ℕ) = 0 then 1 else 1 - s ^ 2) * s ^ ((j : ℕ) - i)
  have hB : (overlap (n + 1) s).det = B.det := by
    refine Matrix.det_eq_of_forall_row_eq_smul_add_pred (fun _ => s) ?_ ?_
    · intro j
      rw [overlap_eq s 0 j j (Or.inr (by simp))]
      simp [B]
    · intro i j
      have h1 : (i.succ : ℕ) = i + 1 := rfl
      have h2 : (i.castSucc : ℕ) = i := rfl
      simp only [B, Matrix.of_apply]
      rcases Nat.lt_or_ge (j : ℕ) (i.succ : ℕ) with h | h
      · obtain ⟨d, hd⟩ : ∃ d, (i : ℕ) = j + d := ⟨i - j, by omega⟩
        rw [if_pos h, overlap_eq s i.succ j (d + 1) (by omega),
          overlap_eq s i.castSucc j d (by omega)]
        ring
      · obtain ⟨d, hd⟩ : ∃ d, (j : ℕ) = i + 1 + d := ⟨j - i - 1, by omega⟩
        have h3 : (j : ℕ) - (i.succ : ℕ) = d := by omega
        rw [if_neg (by omega), if_neg (by omega), h3, overlap_eq s i.succ j d (by omega),
          overlap_eq s i.castSucc j (d + 1) (by omega)]
        ring
  have hT : B.BlockTriangular id := by
    intro i j hij
    have h : (j : ℕ) < i := hij
    simp only [B, Matrix.of_apply, if_pos h]
  rw [hB, Matrix.det_of_isUpperTriangular hT, Fin.prod_univ_succ]
  simp [B]

/-- At an end site `b` with neighbour `a`, the tridiagonal matrix combines a family of vectors
into `f b - s f a`. -/
theorem row_end [AddCommGroup E] [Module ℝ E] (s : ℝ) (f : Fin n → E) {a b : Fin n}
    (hab : (a : ℕ) + 1 = b ∨ (b : ℕ) + 1 = a) (hb : (b : ℕ) = 0 ∨ (b : ℕ) + 1 = n) :
    ∑ j, tridiagonal n s b j • f j = f b - s • f a := by
  have h : ∀ j, tridiagonal n s b j • f j =
      (if j = a then (-s) • f j else 0) + (if j = b then f j else 0) := by
    intro j
    have hj := j.isLt
    have ha := a.isLt
    simp only [tridiagonal, Matrix.of_apply, Fin.ext_iff]
    -- each case is either impossible or immediate
    split_ifs <;> first | omega | simp
  simp only [h, Finset.sum_add_distrib, Finset.sum_ite_eq', Finset.mem_univ, ↓reduceIte]
  module

/-- At an interior site `b` with neighbours `a` and `c`, the tridiagonal matrix combines a family
of vectors into `(1 + s ^ 2) f b - s (f a + f c)`. -/
theorem row_interior [AddCommGroup E] [Module ℝ E] (s : ℝ) (f : Fin n → E) {a b c : Fin n}
    (hab : (a : ℕ) + 1 = b) (hbc : (b : ℕ) + 1 = c) :
    ∑ j, tridiagonal n s b j • f j = (1 + s ^ 2) • f b - s • (f a + f c) := by
  have h : ∀ j, tridiagonal n s b j • f j = (if j = a then (-s) • f j else 0) +
      (if j = b then (1 + s ^ 2) • f j else 0) + (if j = c then (-s) • f j else 0) := by
    intro j
    have hc := c.isLt
    simp only [tridiagonal, Matrix.of_apply, Fin.ext_iff]
    split_ifs <;> first | omega | simp
  simp only [h, Finset.sum_add_distrib, Finset.sum_ite_eq', Finset.mem_univ, ↓reduceIte]
  module

/-- For at least two functions, the tridiagonal matrix times the overlap matrix is `1 - s ^ 2`
times the identity. -/
theorem tridiagonal_mul_overlap (hn : 2 ≤ n) (s : ℝ) :
    tridiagonal n s * overlap n s = (1 - s ^ 2) • (1 : Matrix (Fin n) (Fin n) ℝ) := by
  ext i k
  have hi := i.isLt
  rw [Matrix.mul_apply, Matrix.smul_apply, Matrix.one_apply, smul_eq_mul]
  simp only [Fin.ext_iff]
  by_cases he : (i : ℕ) = 0 ∨ (i : ℕ) + 1 = n
  · -- an end site has a single neighbour `a`, on the side of all other sites
    obtain ⟨a, ha⟩ : ∃ a : Fin n, (a : ℕ) + 1 = i ∨ (i : ℕ) + 1 = a := by
      rcases Nat.eq_zero_or_pos (i : ℕ) with h | h
      · exact ⟨⟨i + 1, by omega⟩, Or.inr rfl⟩
      · exact ⟨⟨i - 1, by omega⟩, Or.inl (Nat.sub_add_cancel h)⟩
    refine (row_end s (fun j => overlap n s j k) ha he).trans ?_
    simp only [smul_eq_mul]
    have hk := k.isLt
    have hal := a.isLt
    by_cases h : (i : ℕ) = k
    · rw [if_pos h, overlap_eq s i k 0 (by omega), overlap_eq s a k 1 (by omega)]
      ring
    · obtain ⟨d, hd⟩ : ∃ d, (i : ℕ) = k + (d + 1) ∨ (k : ℕ) = i + (d + 1) := by
        rcases Nat.lt_or_ge (i : ℕ) k with h' | h'
        · exact ⟨k - i - 1, by omega⟩
        · exact ⟨i - k - 1, by omega⟩
      rw [if_neg h, overlap_eq s i k (d + 1) hd, overlap_eq s a k d (by omega)]
      ring
  · obtain ⟨a, ha⟩ : ∃ a : Fin n, (a : ℕ) + 1 = i :=
      ⟨⟨i - 1, by omega⟩, Nat.sub_add_cancel (by omega)⟩
    obtain ⟨c, hc⟩ : ∃ c : Fin n, (i : ℕ) + 1 = c := ⟨⟨i + 1, by omega⟩, rfl⟩
    refine (row_interior s (fun j => overlap n s j k) ha hc).trans ?_
    simp only [smul_eq_mul]
    rcases lt_trichotomy (i : ℕ) k with h | h | h
    · obtain ⟨d, hd⟩ : ∃ d, (k : ℕ) = i + 1 + d := ⟨k - i - 1, by omega⟩
      rw [if_neg (by omega), overlap_eq s i k (d + 1) (by omega),
        overlap_eq s a k (d + 2) (by omega), overlap_eq s c k d (by omega)]
      ring
    · rw [if_pos h, overlap_eq s i k 0 (by omega), overlap_eq s a k 1 (by omega),
        overlap_eq s c k 1 (by omega)]
      ring
    · obtain ⟨d, hd⟩ : ∃ d, (i : ℕ) = k + 1 + d := ⟨i - k - 1, by omega⟩
      rw [if_neg (by omega), overlap_eq s i k (d + 1) (by omega),
        overlap_eq s a k d (by omega), overlap_eq s c k (d + 2) (by omega)]
      ring

/-- For at least two functions and `s ^ 2 ≠ 1`, the inverse overlap matrix times `1 - s ^ 2` is
the tridiagonal matrix. -/
theorem inverse_overlap (hn : 2 ≤ n) {s : ℝ} (hs : s ^ 2 ≠ 1) :
    (1 - s ^ 2) • (overlap n s)⁻¹ = tridiagonal n s := by
  have h1 : 1 - s ^ 2 ≠ 0 := sub_ne_zero.mpr hs.symm
  have h : ((1 - s ^ 2)⁻¹ • tridiagonal n s) * overlap n s = 1 := by
    rw [Matrix.smul_mul, tridiagonal_mul_overlap hn, inv_smul_smul₀ h1]
  rw [Matrix.inv_eq_left_inv h, smul_inv_smul₀ h1]

/-- For at least two functions, `s ≠ 0` and `s ^ 2 ≠ 1`, an entry of the inverse overlap matrix
vanishes exactly when its two sites are more than one step apart. -/
theorem inverse_eq_zero_iff (hn : 2 ≤ n) {s : ℝ} (h0 : s ≠ 0) (hs : s ^ 2 ≠ 1) (i j : Fin n) :
    (overlap n s)⁻¹ i j = 0 ↔ 1 < ((i : ℤ) - (j : ℤ)).natAbs := by
  have h1 : 1 - s ^ 2 ≠ 0 := sub_ne_zero.mpr hs.symm
  have hp : 1 + s ^ 2 ≠ 0 := by positivity
  have h := congrFun (congrFun (inverse_overlap hn hs) i) j
  rw [Matrix.smul_apply, smul_eq_mul] at h
  have hz : (overlap n s)⁻¹ i j = 0 ↔ tridiagonal n s i j = 0 := by
    rw [← h, mul_eq_zero, or_iff_right h1]
  rw [hz]
  simp only [tridiagonal, Matrix.of_apply]
  split_ifs
  · exact iff_of_false one_ne_zero (by omega)
  · exact iff_of_false hp (by omega)
  · exact iff_of_false (neg_ne_zero.mpr h0) (by omega)
  · exact iff_of_true rfl (by omega)

variable [NormedAddCommGroup E] [InnerProductSpace ℝ E]

/-- The matrix of inner products of a family of functions. -/
def overlapOf (φ : Fin n → E) : Matrix (Fin n) (Fin n) ℝ :=
  Matrix.of fun i j => inner ℝ (φ i) (φ j)

/-- The dual functions of a family with invertible overlap matrix: the inverse overlap matrix
applied to the family. -/
def dual (φ : Fin n → E) (i : Fin n) : E := ∑ j, (overlapOf φ)⁻¹ i j • φ j

/-- For a chain of at least two functions with overlaps `s ^ |i - j|` and `s ^ 2 ≠ 1`, the dual
functions are given by the tridiagonal matrix and are biorthogonal to the chain. -/
theorem dual_eq (hn : 2 ≤ n) {s : ℝ} (hs : s ^ 2 ≠ 1) {φ : Fin n → E}
    (hφ : overlapOf φ = overlap n s) (i : Fin n) :
    dual φ i = (1 - s ^ 2)⁻¹ • ∑ j, tridiagonal n s i j • φ j ∧
      ∀ k, inner ℝ (dual φ i) (φ k) = if i = k then (1 : ℝ) else 0 := by
  have h1 : 1 - s ^ 2 ≠ 0 := sub_ne_zero.mpr hs.symm
  constructor
  · have h : ∑ j, tridiagonal n s i j • φ j = (1 - s ^ 2) • dual φ i := by
      simp only [dual, hφ, ← inverse_overlap hn hs, Matrix.smul_apply, smul_eq_mul,
        Finset.smul_sum, smul_smul]
    rw [h, inv_smul_smul₀ h1]
  · intro k
    have hl : ((1 - s ^ 2)⁻¹ • tridiagonal n s) * overlapOf φ = 1 := by
      rw [hφ, Matrix.smul_mul, tridiagonal_mul_overlap hn, inv_smul_smul₀ h1]
    -- biorthogonality is the matrix identity `G⁻¹ G = 1`
    have h := congrFun (congrFun (Matrix.nonsing_inv_mul (overlapOf φ)
      (Matrix.isUnit_det_of_left_inverse hl)) i) k
    rw [Matrix.mul_apply, Matrix.one_apply] at h
    simp only [dual, sum_inner, real_inner_smul_left]
    exact h

/-- In a chain with overlaps `s ^ |i - j|` and `s ^ 2 ≠ 1`, the dual function of an interior site
contains only the function of that site and its two neighbours. -/
theorem dual_interior {s : ℝ} (hs : s ^ 2 ≠ 1) {φ : Fin n → E}
    (hφ : overlapOf φ = overlap n s) {a b c : Fin n}
    (hab : (a : ℕ) + 1 = b) (hbc : (b : ℕ) + 1 = c) :
    dual φ b = (1 - s ^ 2)⁻¹ • ((1 + s ^ 2) • φ b - s • (φ a + φ c)) ∧
      ∀ k, inner ℝ (dual φ b) (φ k) = if b = k then (1 : ℝ) else 0 := by
  have hb := b.isLt
  rw [← row_interior s φ hab hbc]
  exact dual_eq (by omega) hs hφ b

/-- In a chain with overlaps `s ^ |i - j|` and `s ^ 2 ≠ 1`, the dual function of an end site
contains only the function of that site and its one neighbour. -/
theorem dual_end {s : ℝ} (hs : s ^ 2 ≠ 1) {φ : Fin n → E}
    (hφ : overlapOf φ = overlap n s) {a b : Fin n}
    (hab : (a : ℕ) + 1 = b ∨ (b : ℕ) + 1 = a) (hb : (b : ℕ) = 0 ∨ (b : ℕ) + 1 = n) :
    dual φ b = (1 - s ^ 2)⁻¹ • (φ b - s • φ a) ∧
      ∀ k, inner ℝ (dual φ b) (φ k) = if b = k then (1 : ℝ) else 0 := by
  have h1 := a.isLt
  have h2 := b.isLt
  rw [← row_end s φ hab hb]
  exact dual_eq (by omega) hs hφ b

/-- Three explicit vectors in three-dimensional space have the overlaps `(3/5) ^ |i - j|`. -/
theorem overlapOf_witness :
    overlapOf (![!₂[1, 0, 0], !₂[3 / 5, 4 / 5, 0], !₂[9 / 25, 12 / 25, 4 / 5]] :
      Fin 3 → EuclideanSpace ℝ (Fin 3)) = overlap 3 (3 / 5) := by
  ext i j
  fin_cases i <;> fin_cases j <;>
    simp [overlapOf, overlap, PiLp.inner_apply, Fin.sum_univ_succ] <;> norm_num

end GeometricOverlapChain
```

```lean
#print axioms GeometricOverlapChain.inverse_overlap
-- 'GeometricOverlapChain.inverse_overlap' depends on axioms: [propext, Classical.choice, Quot.sound]
#print axioms GeometricOverlapChain.inverse_eq_zero_iff
-- 'GeometricOverlapChain.inverse_eq_zero_iff' depends on axioms: [propext, Classical.choice, Quot.sound]
#print axioms GeometricOverlapChain.dual_interior
-- 'GeometricOverlapChain.dual_interior' depends on axioms: [propext, Classical.choice, Quot.sound]
#print axioms GeometricOverlapChain.dual_end
-- 'GeometricOverlapChain.dual_end' depends on axioms: [propext, Classical.choice, Quot.sound]
```

## The overlap matrix, its determinant and its inverse

Number the functions \(i=0,\dots,n-1\), as `Fin n` does. The matrix `overlap n s` is

\[
S_{ij}=s^{|i-j|},
\]

with real \(s\) and \(s^0=1\), also at \(s=0\). The matrix `tridiagonal n s`, written \(T\) below, has \(-s\) next to the diagonal, \(1\) at the two ends of the diagonal and \(1+s^2\) at its interior sites.

The main results on these matrices alone are three theorems.

- `det_overlap` says that a chain of \(n+1\) functions has \(\det S=(1-s^2)^n\), for every real \(s\).
- `inverse_overlap` says that \((1-s^2)S^{-1}=T\) if \(n\ge 2\) and \(s^2\ne 1\). A single function has to be excluded because its inverse overlap is \(1\), and \((1-s^2)\cdot 1\) differs from \(T=1\) unless \(s=0\).
- `inverse_eq_zero_iff` adds the assumption \(s\neq 0\) and says that \((S^{-1})_{ij}=0\) exactly when \(|i-j|>1\).

## Dual functions that reach only nearest neighbours

The functions themselves are vectors \(\varphi_i\) in a real inner product space `E` of any dimension. Their actual matrix of inner products, \(G_{ij}=\langle\varphi_i,\varphi_j\rangle\), is `overlapOf φ`, and `dual φ i` is

\[
\tilde\varphi_i=\sum_j (G^{-1})_{ij}\,\varphi_j .
\]

The hypothesis `hφ` states that \(G=S\). It contains the normalisation \(\langle\varphi_i,\varphi_i\rangle=1\), and it stands for an overlap that is multiplied by the same factor \(s\) with each further site. This is assumed, not derived from the shape of any orbitals. The theorem `overlapOf_witness` gives three vectors that satisfy it for \(s=3/5\).

The condition \(s^2\ne1\) stands for linear independence: two normalised functions with overlap \(\pm1\) are equal up to sign. For at least two actual functions the Cauchy–Schwarz inequality gives \(|s|\le 1\), so the condition then means \(|s|<1\). The matrix theorems also admit \(|s|>1\), where \(S\), if it has at least two rows, is not the overlap matrix of any functions.

Under these hypotheses, `dual_end` and `dual_interior` state that

\[
\tilde\varphi_b=\frac{\varphi_b-s\,\varphi_a}{1-s^2}\quad\text{(end site } b\text{, neighbour } a),
\]

\[
\tilde\varphi_b=\frac{(1+s^2)\varphi_b-s(\varphi_a+\varphi_c)}{1-s^2}\quad\text{(interior site } b\text{, neighbours } a,c),
\]

and that \(\langle\tilde\varphi_b,\varphi_k\rangle=\delta_{bk}\) for all \(k\). Locality here refers to the expansion coefficients: if the \(\varphi_i\) have long tails in space, the dual functions may have them too. The statements cover finite open chains with real overlaps, not rings or complex functions.

For a function in the span of a non-orthogonal basis, the inverse overlap matrix turns its inner products with the basis functions into its expansion coefficients; in this one-parameter model chain, applying it takes a number of operations proportional to \(n\).

## The determinant by row subtraction

Take \(n+1\) functions, with indices \(0,\dots,n\). From each row \(i+1\) subtract \(s\) times row \(i\), working from the bottom upwards so that the row being subtracted is still the original one. To the left of the diagonal, \(j\le i\), the result is

\[
s^{\,i+1-j}-s\cdot s^{\,i-j}=0 .
\]

On and to the right of the diagonal, \(j\ge i+1\), it is

\[
s^{\,j-i-1}-s\cdot s^{\,j-i}=(1-s^2)\,s^{\,j-i-1}.
\]

Row 0 is unchanged. The new matrix is upper triangular with diagonal \(1,1-s^2,\dots,1-s^2\), and the product of these entries is \((1-s^2)^n\).

In `det_overlap` the triangular matrix is called `B`. A Mathlib lemma on row operations reduces \(\det S=\det B\) to the two identities above. The case split on `j` separates them, `overlap_eq` turns each overlap into an explicit power, and `ring` closes the algebra.

## Why the tridiagonal matrix inverts the chain

The product \(TS\) is computed row by row. Let \(i\) be an end site with neighbour \(a\). Then

\[
(TS)_{ik}=S_{ik}-s\,S_{ak}.
\]

For \(k=i\) this is \(1-s^2\). Every other site \(k\) lies on the side of \(a\), so if \(a\) is \(d\) steps from \(k\), then \(i\) is \(d+1\) steps away, and the entry is \(s^{d+1}-s\cdot s^d=0\).

For an interior site \(i\),

\[
(TS)_{ik}=(1+s^2)S_{ik}-s\,(S_{i-1,k}+S_{i+1,k}).
\]

At \(k=i\) this gives \(1+s^2-2s^2=1-s^2\). If \(k\) is \(d+1\) steps away on either side, one neighbour of \(i\) is \(d\) steps from \(k\) and the other \(d+2\), so the entry is

\[
(1+s^2)s^{d+1}-s\,(s^{d}+s^{d+2})=0 .
\]

Hence \(TS=(1-s^2)\mathbf 1\). Dividing by \(1-s^2\ne0\) gives a left inverse of \(S\), which for a square matrix is the inverse. Its diagonal entries are \(1/(1-s^2)\) or \((1+s^2)/(1-s^2)\), never zero, and its nearest-neighbour entries are \(-s/(1-s^2)\), non-zero when \(s\ne0\). All others vanish.

The lemmas `row_end` and `row_interior` evaluate \(\sum_j T_{bj}f_j\) for any family of vectors \(f_j\). In `tridiagonal_mul_overlap` the family is a column of \(S\), and the cases are those above, with `omega` checking the distances between sites. `inverse_overlap` then performs the division, and `inverse_eq_zero_iff` reads off the entries.

For the dual functions the same two lemmas are applied to \(f_j=\varphi_j\), which turns the sum in `dual_eq` into the explicit local combinations. Biorthogonality follows from linearity of the inner product:

\[
\langle\tilde\varphi_i,\varphi_k\rangle=\sum_j (G^{-1})_{ij}G_{jk}=\delta_{ik}.
\]

## Three functions with \(s=3/5\)

The vectors in `overlapOf_witness` are

\[
\varphi_0=(1,0,0),\quad \varphi_1=(0.6,\,0.8,\,0),\quad \varphi_2=(0.36,\,0.48,\,0.8).
\]

Here \(1-s^2=0.64\), \(\det S=0.64^2=0.4096\), and

\[
S=\begin{pmatrix}1&0.6&0.36\\0.6&1&0.6\\0.36&0.6&1\end{pmatrix},\qquad
S^{-1}=\frac1{0.64}\begin{pmatrix}1&-0.6&0\\-0.6&1.36&-0.6\\0&-0.6&1\end{pmatrix}.
\]

The dual function of the middle site is

\[
\tilde\varphi_1=\frac{1.36\,\varphi_1-0.6\,(\varphi_0+\varphi_2)}{0.64}=(0,\,1.25,\,-0.75).
\]

Its inner products with \(\varphi_0,\varphi_1,\varphi_2\) are \(0\), \(1\) and \(0.6-0.6=0\).

## A sparser overlap matrix with a full inverse

The hypothesis \(G=S\) matters even for the small entries. Keep \(s=3/5\) between neighbours, but set the overlap of the two end functions to zero:

\[
G=\begin{pmatrix}1&0.6&0\\0.6&1&0.6\\0&0.6&1\end{pmatrix},\qquad \det G=1-2(0.36)=0.28 .
\]

This matrix is positive definite, so it is the overlap matrix of three independent functions. Its inverse has the corner entry

\[
(G^{-1})_{02}=\frac{0.6\cdot0.6}{0.28}=\frac97 ,
\]

and the dual function of one end now contains the function at the other end. Removing the overlap of \(0.36\) between the end functions has destroyed the locality of the inverse.
